# The RKR width integral of a quadratic term function equals the Morse turning-point separation

Take the term function $G(x)=2x-x^2$ and the potential $V(q)=(1-e^{-q})^2$, at the energy $G(1/5)=9/25$. Since $G(1/5)-G(x)=(1-x)^2-(4/5)^2$, the substitution $u=1-x$ gives

$$2\int_0^{1/5}\frac{dx}{\sqrt{G(1/5)-G(x)}}=2\int_{4/5}^{1}\frac{du}{\sqrt{u^2-(4/5)^2}}=2\ln 2 .$$

The turning points solve $1-e^{-q}=\pm 3/5$, so they are $-\ln(8/5)$ and $-\ln(2/5)$. Their distance is $\ln 4=2\ln 2$, the same number. The integrand is infinite at the upper limit, but its primitive is continuous there.

In general, let $w,y,a>0$ and set

$$G(x)=wx-yx^2,\quad D=\frac{w^2}{4y},\quad 0<x_0<\frac{w}{2y},\quad s=\sqrt{G(x_0)/D}.$$

Then

$$\frac{2\sqrt y}{a}\int_0^{x_0}\frac{dx}{\sqrt{G(x_0)-G(x)}}=\frac1a\ln\frac{1+s}{1-s},$$

and this is the distance between the two solutions of $D(1-e^{-aq})^2=G(x_0)$.

## A reference value for singular quadrature

The Rydberg-Klein-Rees (RKR) method computes turning points from vibrational levels and rotational constants. The integral for their separation, in the form used here, has an inverse-square-root singularity at its upper limit. For a non-rotating, one-dimensional oscillator with a two-term $G$, the identity supplies an exact value against which the quadrature, the prefactor and the units can be compared. Here $x=v+\tfrac12$ for vibrational quantum number $v$, $w$ and $y$ are energies, and $a$ is an inverse length. To test a code whose prefactor is $\hbar/\sqrt{2\mu}$, with reduced mass $\mu$, take $a=\sqrt{2\mu y}/\hbar$; then $\sqrt y/a$ is that prefactor.

## From the primitive to the turning points

First, $G(x_0)=x_0(w-yx_0)>0$ and $D-G(x_0)=(w-2yx_0)^2/(4y)>0$, so $0<s<1$.

For $x<x_0$,

$$G(x_0)-G(x)=(x_0-x)\bigl(w-y(x_0+x)\bigr)>0 .$$

Write $S=\sqrt{G(x_0)-G(x)}$, $p=w-2yx$ and $P=p+2\sqrt y\,S$. Then $S'=-p/(2S)$, and

$$P'=-2y-\frac{\sqrt y\,p}{S}=-\frac{\sqrt y}{S}\,P .$$

Hence $F=-\ln P/\sqrt y$ has derivative $1/S$. At $x_0$ the argument $P$ equals $w-2yx_0>0$, so $F$ is continuous on $[0,x_0]$. As $F'$ is positive, it is integrable, and the integral is $F(x_0)-F(0)$.

From $4yG(x_0)=w^2s^2$ we get $P(0)=w(1+s)$ and

$$P(x_0)^2=(w-2yx_0)^2=w^2-4yG(x_0)=w^2(1-s^2).$$

Therefore

$$\int_0^{x_0}\frac{dx}{S}=\frac1{\sqrt y}\ln\frac{w(1+s)}{w\sqrt{1-s^2}}=\frac1{2\sqrt y}\ln\frac{1+s}{1-s}.$$

Multiplying by $2\sqrt y/a$ gives the stated width. On the potential side, $D(1-e^{-aq})^2=Ds^2$ means $e^{-aq}=1\pm s$, so

$$q_1=-\frac{\ln(1+s)}a,\qquad q_2=-\frac{\ln(1-s)}a,$$

and $q_2-q_1$ is the same logarithm divided by $a$.

## The Lean file

```lean
import Mathlib

open Real Set

namespace MorseRKR

noncomputable section

/-- Vibrational term function `G(x) = w x - y x²`, where `x = v + 1/2` at the level with vibrational
quantum number `v`. -/
def morseTerm (w y x : ℝ) : ℝ := w * x - y * x ^ 2

/-- Well depth `D = w² / (4 y)`. -/
def wellDepth (w y : ℝ) : ℝ := w ^ 2 / (4 * y)

/-- Morse potential `D (1 - exp(-a q))²` as a function of the displacement `q`. -/
def morse (D a q : ℝ) : ℝ := D * (1 - exp (-(a * q))) ^ 2

/-- Reduced amplitude `s = √(G(x0) / D)`. -/
def amplitude (w y x0 : ℝ) : ℝ := √(morseTerm w y x0 / wellDepth w y)

/-- Rydberg-Klein-Rees width `2 κ ∫ dx / √(G(x0) - G(x))` over `0 < x < x0`, for a term
function `G` and a prefactor `κ`. -/
def rkrWidth (κ : ℝ) (G : ℝ → ℝ) (x0 : ℝ) : ℝ :=
  2 * κ * ∫ x in (0 : ℝ)..x0, 1 / √(G x0 - G x)

/-- An explicit primitive for the integrand of the width. -/
def rkrPrimitive (w y x0 x : ℝ) : ℝ :=
  -(1 / √y) * log (w - 2 * y * x + 2 * √y * √(morseTerm w y x0 - morseTerm w y x))

/-- For `0 < x0 < w / (2 y)` the reduced amplitude lies strictly between 0 and 1, and `D s² =
G(x0)`. -/
theorem amplitude_spec {w y x0 : ℝ} (hw : 0 < w) (hy : 0 < y) (h0 : 0 < x0)
    (hx : x0 < w / (2 * y)) :
    0 < amplitude w y x0 ∧ amplitude w y x0 < 1 ∧
      wellDepth w y * amplitude w y x0 ^ 2 = morseTerm w y x0 := by
  rw [lt_div_iff₀ (by positivity)] at hx
  have hD : 0 < wellDepth w y := by unfold wellDepth; positivity
  have hyx : 0 < y * x0 := mul_pos hy h0
  have hG : 0 < morseTerm w y x0 := by
    have h : 0 < x0 * (w - y * x0) := mul_pos h0 (by linarith)
    unfold morseTerm
    linarith
  have hGD : morseTerm w y x0 < wellDepth w y := by
    have h : 0 < (w - 2 * y * x0) ^ 2 := pow_pos (by linarith) 2
    unfold morseTerm wellDepth
    rw [lt_div_iff₀ (by positivity)]
    linarith
  have hq : 0 < morseTerm w y x0 / wellDepth w y := div_pos hG hD
  refine ⟨Real.sqrt_pos.2 hq, ?_, ?_⟩
  · unfold amplitude
    rw [Real.sqrt_lt' one_pos, one_pow, div_lt_one hD]
    exact hGD
  · unfold amplitude
    rw [Real.sq_sqrt hq.le]
    have hD0 := hD.ne'
    field_simp

/-- For `x < x0` below dissociation, the derivative of the primitive is
`1 / √(G(x0) - G(x))`. -/
theorem hasDerivAt_rkrPrimitive {w y x0 x : ℝ} (hy : 0 < y)
    (hx : x0 < w / (2 * y)) (hxx : x < x0) :
    HasDerivAt (rkrPrimitive w y x0) (1 / √(morseTerm w y x0 - morseTerm w y x)) x := by
  rw [lt_div_iff₀ (by positivity)] at hx
  have hyx : 0 < y * (x0 - x) := mul_pos hy (by linarith)
  have hR : 0 < morseTerm w y x0 - morseTerm w y x := by
    have h : 0 < (x0 - x) * (w - y * (x0 + x)) := mul_pos (by linarith) (by linarith)
    unfold morseTerm
    linarith
  have hS := Real.sqrt_pos.2 hR
  have hk := Real.sqrt_pos.2 hy
  have hp : 0 < w - 2 * y * x := by linarith
  have hP : 0 < w - 2 * y * x + 2 * √y * √(morseTerm w y x0 - morseTerm w y x) := by
    positivity
  -- differentiate the radicand, then the logarithm
  have h1 : HasDerivAt (fun t => morseTerm w y x0 - morseTerm w y t) (-(w - 2 * y * x)) x := by
    have e : (fun t => morseTerm w y x0 - morseTerm w y t)
        = fun t => morseTerm w y x0 - (w * t - y * (t * t)) := by
      funext t
      unfold morseTerm
      ring
    rw [e]
    exact ((((hasDerivAt_id' x).const_mul w).fun_sub
      (((hasDerivAt_id' x).fun_mul (hasDerivAt_id' x)).const_mul y)).const_sub
        (morseTerm w y x0)).congr_deriv (by ring)
  have h2 := h1.sqrt hR.ne'
  have h3 : HasDerivAt (fun t => w - 2 * y * t) (-(2 * y)) x :=
    (((hasDerivAt_id' x).const_mul (2 * y)).const_sub w).congr_deriv (by ring)
  have h4 := ((h3.fun_add (h2.const_mul (2 * √y))).log hP.ne').const_mul (-(1 / √y))
  have alg : ∀ k R p : ℝ, 0 < k → 0 < R → p + 2 * k * R ≠ 0 →
      -(1 / k) * ((-(2 * k ^ 2) + 2 * k * (-p / (2 * R))) / (p + 2 * k * R)) = 1 / R := by
    intro k R p hk hR hne
    have e : -(2 * k ^ 2) + 2 * k * (-p / (2 * R)) = -(k / R) * (p + 2 * k * R) := by
      field_simp
      ring
    rw [e, mul_div_assoc, div_self hne]
    field_simp
  have h5 := alg _ _ _ hk hS hP.ne'
  rw [Real.sq_sqrt hy.le] at h5
  exact h4.congr_deriv h5

/-- The primitive is continuous on the closed interval from `0` to `x0`. -/
theorem continuousOn_rkrPrimitive {w y x0 : ℝ} (hy : 0 < y) (hx : x0 < w / (2 * y)) :
    ContinuousOn (rkrPrimitive w y x0) (Icc 0 x0) := by
  rw [lt_div_iff₀ (by positivity)] at hx
  have hc : Continuous (fun x =>
      w - 2 * y * x + 2 * √y * √(morseTerm w y x0 - morseTerm w y x)) := by
    unfold morseTerm
    fun_prop
  refine continuousOn_const.mul (hc.continuousOn.log ?_)
  intro x hxm
  have h : 0 ≤ y * (x0 - x) := mul_nonneg hy.le (by linarith [hxm.2])
  have hp : 0 < w - 2 * y * x := by linarith
  positivity

/-- The function `1 / √(G(x0) - G(x))` is integrable between `0` and `x0`. -/
theorem rkr_integrable {w y x0 : ℝ} (hy : 0 < y) (h0 : 0 < x0) (hx : x0 < w / (2 * y)) :
    IntervalIntegrable (fun x => 1 / √(morseTerm w y x0 - morseTerm w y x))
      MeasureTheory.volume 0 x0 := by
  rw [intervalIntegrable_iff_integrableOn_Ioc_of_le h0.le]
  exact intervalIntegral.integrableOn_deriv_of_nonneg (continuousOn_rkrPrimitive hy hx)
    (fun x hxm => hasDerivAt_rkrPrimitive hy hx hxm.2) (fun x _ => by positivity)

/-- Closed form of the integral: `∫ dx / √(G(x0) - G(x)) = ln((1+s)/(1-s)) / (2 √y)`. -/
theorem rkr_integral {w y x0 : ℝ} (hw : 0 < w) (hy : 0 < y) (h0 : 0 < x0)
    (hx : x0 < w / (2 * y)) :
    ∫ x in (0 : ℝ)..x0, 1 / √(morseTerm w y x0 - morseTerm w y x)
      = 1 / (2 * √y) * log ((1 + amplitude w y x0) / (1 - amplitude w y x0)) := by
  obtain ⟨hs0, hs1, hs⟩ := amplitude_spec hw hy h0 hx
  rw [intervalIntegral.integral_eq_sub_of_hasDerivAt_of_le h0.le
    (continuousOn_rkrPrimitive hy hx)
    (fun x hxm => hasDerivAt_rkrPrimitive hy hx hxm.2) (rkr_integrable hy h0 hx)]
  rw [lt_div_iff₀ (by positivity)] at hx
  have hp : 0 < w - 2 * y * x0 := by linarith
  have hD : w ^ 2 = 4 * y * wellDepth w y := by unfold wellDepth; field_simp
  have hws : w ^ 2 * amplitude w y x0 ^ 2 = 4 * y * morseTerm w y x0 := by
    linear_combination amplitude w y x0 ^ 2 * hD + 4 * y * hs
  have hG : 0 ≤ morseTerm w y x0 := by
    rw [← hs]
    unfold wellDepth
    positivity
  have key : 2 * √y * √(morseTerm w y x0) = w * amplitude w y x0 := by
    refine (sq_eq_sq₀ (by positivity) (by positivity)).1 ?_
    rw [mul_pow, mul_pow, Real.sq_sqrt hy.le, Real.sq_sqrt hG, mul_pow, hws]
    ring
  -- values of the primitive at the two ends
  have e1 : rkrPrimitive w y x0 x0 = -(1 / √y) * log (w - 2 * y * x0) := by
    unfold rkrPrimitive
    rw [sub_self, Real.sqrt_zero, mul_zero, add_zero]
  have e2 : rkrPrimitive w y x0 0 = -(1 / √y) * log (w * (1 + amplitude w y x0)) := by
    have g0 : morseTerm w y 0 = 0 := by simp [morseTerm]
    unfold rkrPrimitive
    rw [g0, sub_zero (morseTerm w y x0), key]
    congr 2
    ring
  have hsq : (w - 2 * y * x0) ^ 2
      = w ^ 2 * ((1 + amplitude w y x0) * (1 - amplitude w y x0)) := by
    have h := hws
    rw [morseTerm] at h
    linear_combination h
  have hm : 1 - amplitude w y x0 ≠ 0 := by linarith
  have hq : 1 + amplitude w y x0 ≠ 0 := by linarith
  have L := congrArg Real.log hsq
  rw [Real.log_mul (pow_ne_zero 2 hw.ne') (mul_ne_zero hq hm), Real.log_mul hq hm,
    Real.log_pow, Real.log_pow] at L
  push_cast at L
  rw [e1, e2, Real.log_mul hw.ne' hq, Real.log_div hq hm]
  linear_combination (-(1 / (2 * √y))) * L

/-- At energy `D s²` with `0 < s < 1` the turning points of the Morse potential are exactly
`-ln(1+s)/a` and `-ln(1-s)/a`. -/
theorem morse_turning_points {D a s : ℝ} (hD : 0 < D) (ha : 0 < a) (hs0 : 0 < s) (hs1 : s < 1)
    (q : ℝ) : morse D a q = D * s ^ 2 ↔ q = -log (1 + s) / a ∨ q = -log (1 - s) / a := by
  have c : ∀ L : ℝ, -(a * (-L / a)) = L := fun L => by
    rw [mul_div_assoc', mul_div_cancel_left₀ _ ha.ne', neg_neg]
  constructor
  · intro h
    have h1 : (1 - exp (-(a * q))) ^ 2 = s ^ 2 := mul_left_cancel₀ hD.ne' h
    have h2 : (1 - exp (-(a * q)) + s) * (1 - exp (-(a * q)) - s) = 0 := by
      linear_combination h1
    rcases mul_eq_zero.1 h2 with h3 | h3
    · left
      have he : exp (-(a * q)) = 1 + s := by linarith
      rw [eq_div_iff ha.ne', ← he, Real.log_exp]
      ring
    · right
      have he : exp (-(a * q)) = 1 - s := by linarith
      rw [eq_div_iff ha.ne', ← he, Real.log_exp]
      ring
  · rintro (h | h)
    · rw [h, morse, c, Real.exp_log (by linarith)]
      ring
    · rw [h, morse, c, Real.exp_log (by linarith)]
      ring

/-- The Rydberg-Klein-Rees width of the term function `w x - y x²` with prefactor `√y / a` is
`ln((1+s)/(1-s)) / a`, and it is the distance between the two turning points of the Morse
potential at energy `G(x0)`. -/
theorem rkr_width_morse {w y a x0 : ℝ} (hw : 0 < w) (hy : 0 < y) (ha : 0 < a) (h0 : 0 < x0)
    (hx : x0 < w / (2 * y)) :
    rkrWidth (√y / a) (morseTerm w y) x0
        = log ((1 + amplitude w y x0) / (1 - amplitude w y x0)) / a ∧
      ∃ q₁ q₂ : ℝ, q₁ < q₂ ∧
        (∀ q, morse (wellDepth w y) a q = morseTerm w y x0 ↔ q = q₁ ∨ q = q₂) ∧
        rkrWidth (√y / a) (morseTerm w y) x0 = q₂ - q₁ := by
  obtain ⟨hs0, hs1, hs⟩ := amplitude_spec hw hy h0 hx
  have hD : 0 < wellDepth w y := by unfold wellDepth; positivity
  have hk := Real.sqrt_pos.2 hy
  have hW : rkrWidth (√y / a) (morseTerm w y) x0
      = log ((1 + amplitude w y x0) / (1 - amplitude w y x0)) / a := by
    unfold rkrWidth
    rw [rkr_integral hw hy h0 hx]
    field_simp
  refine ⟨hW, -log (1 + amplitude w y x0) / a, -log (1 - amplitude w y x0) / a, ?_, ?_, ?_⟩
  · have hl : log (1 - amplitude w y x0) < log (1 + amplitude w y x0) :=
      Real.log_lt_log (by linarith) (by linarith)
    exact div_lt_div_of_pos_right (by linarith) ha
  · intro q
    rw [← hs]
    exact morse_turning_points hD ha hs0 hs1 q
  · rw [hW, Real.log_div (by linarith) (by linarith)]
    ring

/-- For reduced mass `μ` and anharmonicity `y = (ħ a)² / (2 μ)`, the width with prefactor
`ħ / √(2 μ)` is the separation of any two distinct turning points at energy `G(x0)`. -/
theorem rkr_width_reduced_mass {w y a x0 ħ μ q₁ q₂ : ℝ} (hw : 0 < w) (ha : 0 < a)
    (hħ : 0 < ħ) (hμ : 0 < μ) (hy : y = (ħ * a) ^ 2 / (2 * μ)) (h0 : 0 < x0)
    (hx : x0 < w / (2 * y)) (hq : q₁ < q₂)
    (h1 : morse (wellDepth w y) a q₁ = morseTerm w y x0)
    (h2 : morse (wellDepth w y) a q₂ = morseTerm w y x0) :
    rkrWidth (ħ / √(2 * μ)) (morseTerm w y) x0 = q₂ - q₁ := by
  have hy0 : 0 < y := by rw [hy]; positivity
  have hκ : ħ / √(2 * μ) = √y / a := by
    have hm : 0 < √(2 * μ) := Real.sqrt_pos.2 (by positivity)
    rw [hy, Real.sqrt_div (by positivity), Real.sqrt_sq (by positivity)]
    field_simp
  obtain ⟨-, p₁, p₂, hp, hiff, hW⟩ := rkr_width_morse hw hy0 ha h0 hx
  rw [hκ, hW]
  rcases (hiff q₁).1 h1 with e1 | e1 <;> rcases (hiff q₂).1 h2 with e2 | e2 <;> linarith

end

end MorseRKR
```

```lean
#print axioms MorseRKR.rkr_width_morse
#print axioms MorseRKR.rkr_width_reduced_mass
```

```
'MorseRKR.rkr_width_morse' depends on axioms: [propext, Classical.choice, Quot.sound]
'MorseRKR.rkr_width_reduced_mass' depends on axioms: [propext, Classical.choice, Quot.sound]
```

## What the theorems cover

**Definitions.** `morseTerm`, `wellDepth`, `morse` and `amplitude` are $G$, $D$, the potential and $s$. The displacement $q$ is measured from the minimum, where the energy is zero. `rkrWidth` is $2\kappa\int_0^{x_0}dx/\sqrt{G(x_0)-G(x)}$ for any real function $G$ and prefactor $\kappa$; the theorems evaluate it only for `morseTerm`. The variable `x0` is real, so half-integer levels are included but not singled out.

**Statements.** `rkr_width_morse` gives the closed form for $\kappa=\sqrt y/a$. It also gives two points $q_1<q_2$ such that a real $q$ has potential energy $G(x_0)$ exactly when it is one of them, with the width equal to $q_2-q_1$. `rkr_width_reduced_mass` assumes $y=(\hbar a)^2/(2\mu)$, the relation between anharmonicity, range parameter and reduced mass $\mu$ for a quantum Morse oscillator. The prefactor is then the usual $\hbar/\sqrt{2\mu}$, and the width is the separation of any two distinct turning points at that energy.

**Proof.** `amplitude_spec` supplies $0<s<1$ and $Ds^2=G(x_0)$. `hasDerivAt_rkrPrimitive` applies the chain rule, and its local fact `alg` is the cancellation of $P$. `continuousOn_rkrPrimitive` reaches the singular endpoint, and `rkr_integrable` obtains integrability from the nonnegative derivative. In `rkr_integral`, the fundamental theorem of calculus leaves the endpoint values `e1` and `e2`; taking logarithms of `hsq`, the formula for $P(x_0)^2$, combines them. `morse_turning_points` factors a difference of squares, and the two final theorems assemble these results.

**Limits.** The term function is an input: neither the Morse spectrum nor the RKR formula is derived from the Schrödinger equation or from semiclassical quantisation. The width alone does not place the two turning points; a full RKR inversion also uses rotational constants. Quadrature and rounding errors are not treated.

**At dissociation.** The bound $x_0<w/(2y)$ matters. With $w=2$, $y=a=1$ and $x_0=1$, the integrand is $1/(1-x)$ and the integral diverges, while $(1-e^{-q})^2=1$ has the single solution $q=-\ln 2$. Lean's conventions assign 0 to both sides of the closed form here, so it is the pair of turning points that fails.

**The harmonic neighbour.** For $G(x)=wx$ the same argument, done by hand and not in the file, uses the primitive $-2\sqrt{(x_0-x)/w}$ and gives the width $4\kappa\sqrt{x_0/w}$. With $\kappa=\hbar/\sqrt{2\mu}$ and $w=\hbar\omega$, where $\omega$ is the angular frequency, this is $2\sqrt{2\hbar x_0/(\mu\omega)}$, the turning-point separation of $\tfrac12\mu\omega^2q^2$ at energy $\hbar\omega x_0$.
